# The overlap of a renormalised Schmidt truncation with the full state is the norm of the truncated vector

A bipartite state is a finite sum of terms `s k • u k ⊗ v k`, with real coefficients and orthonormal families `u` and `v`, and a truncation keeps only the terms in a set `S`. The theorem `renormalised_inner` says that the truncated vector, divided by its norm, has an overlap with the full state equal to that norm, which is the square root of the sum of `s k ^ 2` over `S`. The full state need not be normalised; if it is nonzero, dividing the overlap by its norm gives the normalised value, the square root of the kept fraction of the total weight. If the truncated vector is zero, both sides are zero, since Lean takes the inverse of zero to be zero. The proof shows that the overlap before renormalisation is the kept weight, which is the squared norm, and then cancels one factor of the norm.

Lean 4 with Mathlib refuses this proof:

```lean
import Mathlib

open scoped TensorProduct InnerProductSpace

namespace RenormalisedInner

noncomputable section

variable {ι E F : Type*}
  [NormedAddCommGroup E] [InnerProductSpace ℂ E]
  [NormedAddCommGroup F] [InnerProductSpace ℂ F]

/-- The weight of a set of Schmidt terms: the sum of the squared coefficients over the set. -/
def weight (s : ι → ℝ) (S : Finset ι) : ℝ := ∑ k ∈ S, s k ^ 2

/-- The truncated vector, which keeps only the terms `s k • u k ⊗ v k` with `k` in `S`. -/
def truncated (s : ι → ℝ) (u : ι → E) (v : ι → F) (S : Finset ι) : E ⊗[ℂ] F :=
  ∑ k ∈ S, (s k : ℂ) • (u k ⊗ₜ[ℂ] v k)

/-- The full bipartite state, the sum of all terms `s k • u k ⊗ v k`. -/
def schmidtState [Fintype ι] (s : ι → ℝ) (u : ι → E) (v : ι → F) : E ⊗[ℂ] F :=
  truncated s u v Finset.univ

/-- The truncated vector divided by its norm, meant for a nonzero truncated vector. -/
def renormalised (s : ι → ℝ) (u : ι → E) (v : ι → F) (S : Finset ι) : E ⊗[ℂ] F :=
  ((‖truncated s u v S‖⁻¹ : ℝ) : ℂ) • truncated s u v S

variable {s : ι → ℝ} {u : ι → E} {v : ι → F}

/-- Products of corresponding members of two orthonormal families are orthonormal in the
composite system. -/
theorem orthonormal_product (hu : Orthonormal ℂ u) (hv : Orthonormal ℂ v) :
    Orthonormal ℂ (fun k => u k ⊗ₜ[ℂ] v k) := by
  classical
  rw [orthonormal_iff_ite] at *
  intro i j
  simp only [TensorProduct.inner_tmul, hu i j, hv i j]
  split_ifs <;> simp

/-- For orthonormal families, the squared norm of the truncated vector is the kept weight. -/
theorem norm_sq_truncated (hu : Orthonormal ℂ u) (hv : Orthonormal ℂ v) (S : Finset ι) :
    ‖truncated s u v S‖ ^ 2 = weight s S := by
  have h := (orthonormal_product hu hv).inner_sum
    (fun k => (s k : ℂ)) (fun k => (s k : ℂ)) S
  have h2 : ⟪truncated s u v S, truncated s u v S⟫_ℂ = ((weight s S : ℝ) : ℂ) := by
    refine h.trans ?_
    simp [weight, sq]
  rw [← inner_self_eq_norm_sq (𝕜 := ℂ), h2]
  exact Complex.ofReal_re _

variable [Fintype ι] [DecidableEq ι]

omit [Fintype ι] in
/-- For orthonormal families, the amplitude of the product vector `u k ⊗ v k` in a truncated
vector is `s k` if the term `k` is kept and zero otherwise. -/
theorem product_inner_truncated (hu : Orthonormal ℂ u) (hv : Orthonormal ℂ v)
    (T : Finset ι) (k : ι) :
    ⟪u k ⊗ₜ[ℂ] v k, truncated s u v T⟫_ℂ = if k ∈ T then (s k : ℂ) else 0 := by
  have h := orthonormal_iff_ite.mp (orthonormal_product hu hv)
  have hs : ∀ (a : ℂ) (x y : E ⊗[ℂ] F), ⟪x, a • y⟫_ℂ = a * ⟪x, y⟫_ℂ :=
    fun a x y => by
      have h0 := inner_smul_right (𝕜 := ℂ) x y a
      exact h0
  simp only [truncated, inner_sum, hs, h k]
  simp

/-- For orthonormal families, the overlap of the renormalised truncated state with the full
state is the norm of the truncated vector. -/
theorem renormalised_inner (hu : Orthonormal ℂ u) (hv : Orthonormal ℂ v) (S : Finset ι) :
    ⟪renormalised s u v S, schmidtState s u v⟫_ℂ = ((‖truncated s u v S‖ : ℝ) : ℂ) := by
  have hs : ∀ (a : ℂ) (x y : E ⊗[ℂ] F), ⟪a • x, y⟫_ℂ = starRingEnd ℂ a * ⟪x, y⟫_ℂ :=
    fun a x y => inner_smul_left _ _ _
  -- before renormalisation the overlap is the kept weight
  have h : ⟪truncated s u v S, schmidtState s u v⟫_ℂ = ((weight s S : ℝ) : ℂ) := by
    rw [truncated, sum_inner, weight, Complex.ofReal_sum]
    refine Finset.sum_congr rfl fun k _ => ?_
    rw [hs, schmidtState, product_inner_truncated hu hv]
    simp [sq]
  rw [renormalised, hs, Complex.conj_ofReal, h, ← norm_sq_truncated hu hv,
    ← Complex.ofReal_mul]
  congr 1
  rcases eq_or_ne ‖truncated s u v S‖ 0 with h0 | h0
  · rw [h0]; norm_num
  · rw [sq, inv_mul_cancel_left₀ h0]

end

end RenormalisedInner
```

Compiling this gives:

```
Main.lean:72:17: error: Type mismatch
  inner_smul_left ?m.77 ?m.78 ?m.79
has type
  ⟪@HSMul.hSMul ?m.72 ?m.73 ?m.73 (@instHSMul ?m.72 ?m.73 DistribMulAction.toDistribSMul.toSMul) ?m.79 ?m.77,
      ?m.78⟫_?m.72 =
    (starRingEnd ?m.72) ?m.79 * ⟪?m.77, ?m.78⟫_?m.72
but is expected to have type
  ⟪@HSMul.hSMul ℂ (E ⊗[ℂ] F) (E ⊗[ℂ] F) (@instHSMul ℂ (E ⊗[ℂ] F) TensorProduct.instSMul) a x, y⟫_ℂ =
    (starRingEnd ℂ) a * ⟪x, y⟫_ℂ
```

Diagnosis. The error is in the helper `hs`, which takes a scalar out of the first slot of the inner product as its conjugate. `inner_smul_left` says just this, but it was given only underscores, so Lean had to work out the scalar field, the space and the vectors by matching the lemma against the goal. The two sides write the scalar multiplication differently. The lemma gets it through `DistribMulAction.toDistribSMul.toSMul`, while the goal has the tensor product's own `TensorProduct.instSMul`. With the field and the space still unknown (`?m.72` and `?m.73` in the message), Lean did not manage to match the two.

The repair first states the lemma as `h0`, with the field given as `ℂ` and with `x`, `y` and `a` supplied, so nothing has to be read off the goal. When `exact h0` then compares `h0` with the goal, both multiplications are fully known, and Lean can check that they are the same by unfolding definitions.

The mended proof, as a diff:

```diff
@@ -70,5 +70,7 @@
     ⟪renormalised s u v S, schmidtState s u v⟫_ℂ = ((‖truncated s u v S‖ : ℝ) : ℂ) := by
   have hs : ∀ (a : ℂ) (x y : E ⊗[ℂ] F), ⟪a • x, y⟫_ℂ = starRingEnd ℂ a * ⟪x, y⟫_ℂ :=
-    fun a x y => inner_smul_left _ _ _
+    fun a x y => by
+      have h0 := inner_smul_left (𝕜 := ℂ) x y a
+      exact h0
   -- before renormalisation the overlap is the kept weight
   have h : ⟪truncated s u v S, schmidtState s u v⟫_ℂ = ((weight s S : ℝ) : ℂ) := by
```
